# Flipping row signs brings every real orthogonal matrix into the range of the Cayley transform

A: For every real orthogonal n×n matrix Q there is a diagonal matrix D with entries 1 or −1 such that det(1 + DQ) ≥ 1, and then

DQ = (1 + K)(1 − K)⁻¹

with K antisymmetric and 1 − K invertible. (Inside formulas, Q and A are matrices, not the two of us.)

Q: What problem does that solve for orbitals?

A: Suppose an orbital optimisation has to connect two real orthonormal orbital sets C and C′ = CQ through an antisymmetric generator. The Cayley form gives 1 + DQ = 2(1 − K)⁻¹, which is invertible, so it can never produce a matrix with eigenvalue −1. Such a Q can arise merely because some orbitals came out with the opposite sign. Since D² = 1,

C′ = CQ = (CD)(DQ),

so we flip signs in the old set, keep the new one, and use DQ as the rotation.

Q: Where are the orbitals in the formal version?

A: They are the elements of a finite index type `n`. All matrices are real.

```lean
import Mathlib

open Matrix

namespace CayleySignRepair

noncomputable section

variable {n : Type*} [Fintype n] [DecidableEq n]
```

A choice of signs is a function `s : n → ℤˣ`. The invertible integers are exactly 1 and −1, and `signFlip s` puts them on a diagonal as real numbers.

```lean
/-- The diagonal matrix with entries `1` or `-1` that flips the signs of the orbitals `i`
with `s i = -1`. -/
def signFlip (s : n → ℤˣ) : Matrix n n ℝ :=
  Matrix.diagonal fun i => ((s i : ℤ) : ℝ)
```

Q: So D acts on rows. Does the flipped matrix remain a rotation?

A: It remains orthogonal. First, DD = 1, because each sign squares to 1; Lean checks the two possible values.

```lean
/-- Flipping the same signs twice changes nothing. -/
theorem signFlip_mul_self (s : n → ℤˣ) : signFlip s * signFlip s = 1 := by
  unfold signFlip
  rw [Matrix.diagonal_mul_diagonal, ← Matrix.diagonal_one]
  congr 1
  funext i
  rcases Int.units_eq_one_or (s i) with h | h <;> simp [h]
```

Then, with Dᵀ = D,

(DQ)ᵀ(DQ) = QᵀDDQ = QᵀQ = 1.

```lean
/-- An orthogonal matrix stays orthogonal when the signs of some of its rows are flipped. -/
theorem signFlip_mul_orthogonal (s : n → ℤˣ) {Q : Matrix n n ℝ} (hQ : Qᵀ * Q = 1) :
    (signFlip s * Q)ᵀ * (signFlip s * Q) = 1 := by
  have ht : (signFlip s)ᵀ = signFlip s := Matrix.diagonal_transpose _
  calc (signFlip s * Q)ᵀ * (signFlip s * Q)
      = Qᵀ * (signFlip s * signFlip s) * Q := by
        rw [Matrix.transpose_mul, ht]
        simp only [Matrix.mul_assoc]
    _ = 1 := by rw [signFlip_mul_self, Matrix.mul_one, hQ]
```

Q: Why should any D work? Repairing one eigenvalue might spoil another.

A: Average over all choices. Take any real matrix A with rows aᵢ, and let eᵢ be the rows of the identity. Row i of 1 + DA is eᵢ + sᵢaᵢ. The determinant is linear in each row separately, so we can sum over s₁ with the other rows fixed, then over s₂, and so on. Each sum gives

(eᵢ + aᵢ) + (eᵢ − aᵢ) = 2eᵢ.

Therefore

Σ_s det(1 + DA) = det(2·1) = 2ⁿ.

In Lean, `map_sum` moves the whole sum into the rows at once, and `ring` cancels the contributions of A. The number n is written `Fintype.card n`.

```lean
/-- Summed over all `2 ^ n` choices of signs, the determinants of `1 + D A` give `2 ^ n`,
for every real `n` by `n` matrix `A`: their average is one. -/
theorem sum_det_one_add_signFlip_mul (A : Matrix n n ℝ) :
    ∑ s : n → ℤˣ, (1 + signFlip s * A).det = 2 ^ Fintype.card n := by
  have hu : (Finset.univ : Finset ℤˣ) = {1, -1} := by decide
  have hs : ∀ f : ℤˣ → ℝ, ∑ e, f e = f 1 + f (-1) := by
    intro f
    rw [hu, Finset.sum_pair (by decide)]
  -- the determinant is linear in each row, so the sum over signs moves into the rows
  have h := (Matrix.detRowAlternating (n := n) (R := ℝ)).toMultilinearMap.map_sum
    (fun i (e : ℤˣ) => (fun j => (1 : Matrix n n ℝ) i j + ((e : ℤ) : ℝ) * A i j))
  calc ∑ s : n → ℤˣ, (1 + signFlip s * A).det
      = ∑ s : n → ℤˣ, (Matrix.of fun i j =>
          (1 : Matrix n n ℝ) i j + ((s i : ℤ) : ℝ) * A i j).det := by
        refine Finset.sum_congr rfl fun s _ => ?_
        congr 1
        ext i j
        rw [Matrix.add_apply, signFlip, Matrix.diagonal_mul, Matrix.of_apply]
    _ = (Matrix.of fun i => ∑ e : ℤˣ, fun j =>
          (1 : Matrix n n ℝ) i j + ((e : ℤ) : ℝ) * A i j).det := h.symm
    _ = ((2 : ℝ) • (1 : Matrix n n ℝ)).det := by
        -- in each row the contributions of `A` cancel
        congr 1
        ext i j
        rw [Matrix.of_apply, Finset.sum_apply, hs, Matrix.smul_apply, smul_eq_mul]
        simp only [Units.val_neg, Units.val_one, Int.cast_neg, Int.cast_one]
        ring
    _ = 2 ^ Fintype.card n := by rw [Matrix.det_smul, Matrix.det_one, mul_one]
```

There are 2ⁿ choices, so the average is 1. If every determinant were below 1, the sum would be below 2ⁿ. The next proof is that contradiction.

```lean
/-- For every real square matrix `A` some choice of signs `D` makes the determinant of
`1 + D A` at least one. -/
theorem exists_one_le_det (A : Matrix n n ℝ) :
    ∃ s : n → ℤˣ, 1 ≤ (1 + signFlip s * A).det := by
  by_contra! h
  have hlt : ∑ s : n → ℤˣ, (1 + signFlip s * A).det < ∑ _s : n → ℤˣ, (1 : ℝ) :=
    Finset.sum_lt_sum_of_nonempty Finset.univ_nonempty fun s _ => h s
  have hc : ∑ _s : n → ℤˣ, (1 : ℝ) = 2 ^ Fintype.card n := by
    rw [Finset.sum_const, Finset.card_univ, Fintype.card_fun,
      show Fintype.card ℤˣ = 2 from rfl]
    simp
  rw [sum_det_one_add_signFlip_mul, hc] at hlt
  exact lt_irrefl _ hlt
```

Q: Show me numbers.

A: Let Q swap two orbitals, with rows (0, 1) and (1, 0). It has eigenvalue −1. Here

det(1 + DQ) = 1 − s₁s₂,

which is 0, 0, 2, 2 over the four choices, with sum 4 = 2². Take s = (1, −1). Then DQ has rows (0, 1) and (−1, 0), a quarter turn, and K turns out to be that same matrix.

For a single orbital, Q is 1 or −1. The only successful sign is s = Q, which gives DQ = 1 and K = 0.

Q: An invertible 1 + DQ is not yet a generator. Where does K come from?

A: Write R = DQ and P = (1 + R)⁻¹. From (1 + R)P = 1 we get

RP = 1 − P.

Transposing the same equation gives Pᵀ(1 + Rᵀ) = 1. Orthogonality gives

(1 + Rᵀ)RP = (R + 1)P = 1.

Combining these,

Pᵀ = Pᵀ(1 + Rᵀ)RP = RP = 1 − P.

Now set K = 1 − 2P. Then

Kᵀ = 1 − 2(1 − P) = −K,

1 − K = 2P, with inverse (1 + R)/2,

R(1 − K) = 2RP = 2 − 2P = 1 + K.

Multiplying the last line by (1 − K)⁻¹ on the right gives the Cayley form.

Q: And the theorem says precisely that?

A: Yes. The hypothesis `hQ` is QᵀQ = 1. The conclusion supplies one `s` with determinant at least 1, and for that same `s` a matrix `K` with `Kᵀ = -K`. The condition `IsUnit (1 - K).det` says that the determinant is nonzero, so the inverse in the formula is a true inverse. In the proof, `generalize` renames DQ to R; `h3`, `h4` and `hPt` are the three steps leading to Pᵀ = 1 − P, and `h5` is R(1 − K) = 1 + K.

```lean
/-- Cayley sign repair: for every real orthogonal `Q` there is a choice of signs `D` such that
`1 + D Q` has determinant at least one and `D Q` is the Cayley transform
`(1 + K) (1 - K)⁻¹` of an antisymmetric `K` with `1 - K` invertible. -/
theorem cayley_sign_repair {Q : Matrix n n ℝ} (hQ : Qᵀ * Q = 1) :
    ∃ s : n → ℤˣ, 1 ≤ (1 + signFlip s * Q).det ∧
      ∃ K : Matrix n n ℝ, Kᵀ = -K ∧ IsUnit (1 - K).det ∧
        signFlip s * Q = (1 + K) * (1 - K)⁻¹ := by
  obtain ⟨s, hs⟩ := exists_one_le_det Q
  refine ⟨s, hs, ?_⟩
  have hR := signFlip_mul_orthogonal s hQ
  generalize signFlip s * Q = R at hs hR ⊢
  have hu : IsUnit (1 + R).det := isUnit_iff_ne_zero.mpr (by linarith)
  obtain ⟨P, hP⟩ : ∃ P, P = (1 + R)⁻¹ := ⟨_, rfl⟩
  have h1 : (1 + R) * P = 1 := by rw [hP, Matrix.mul_nonsing_inv _ hu]
  have h2 : P * (1 + R) = 1 := by rw [hP, Matrix.nonsing_inv_mul _ hu]
  have hRP : R * P = 1 - P := by
    rw [← h1, Matrix.add_mul, Matrix.one_mul]
    abel
  -- orthogonality of `R` turns into `Pᵀ = 1 - P`
  have h3 : Pᵀ * (1 + Rᵀ) = 1 := by
    have h := congrArg Matrix.transpose h1
    rw [Matrix.transpose_mul, Matrix.transpose_add, Matrix.transpose_one] at h
    exact h
  have h4 : (1 + Rᵀ) * (R * P) = 1 := by
    rw [← Matrix.mul_assoc, Matrix.add_mul, Matrix.one_mul, hR, add_comm R 1, h1]
  have hPt : Pᵀ = 1 - P := by
    calc Pᵀ = Pᵀ * ((1 + Rᵀ) * (R * P)) := by rw [h4, Matrix.mul_one]
      _ = 1 - P := by rw [← Matrix.mul_assoc, h3, Matrix.one_mul, hRP]
  -- the generator is `K = 1 - 2 P`
  have hK : 1 - (1 - (P + P)) = P + P := by abel
  have hunit : IsUnit (1 - (1 - (P + P))).det := by
    apply Matrix.isUnit_det_of_right_inverse (B := (1 / 2 : ℝ) • (1 + R))
    rw [hK, Matrix.mul_smul, Matrix.add_mul, h2]
    module
  refine ⟨1 - (P + P), ?_, hunit, ?_⟩
  · rw [Matrix.transpose_sub, Matrix.transpose_add, Matrix.transpose_one, hPt]
    abel
  · have h5 : R * (1 - (1 - (P + P))) = 1 + (1 - (P + P)) := by
      rw [hK, Matrix.mul_add, hRP]
      abel
    rw [← h5, Matrix.mul_nonsing_inv_cancel_right _ _ hunit]
```

Mind the normalisation: for small K the Cayley form is 1 + 2K to first order. If the same rotation is written as exp(X) with a small antisymmetric X, then K is X/2 to first order.

Q: Can I choose how many orbitals to flip?

A: Not freely: the parity is fixed by Q, and not every number of that parity need work. If 1 + R is invertible, take determinants in

(1 + R)ᵀR = R + 1

and cancel the nonzero factor: det R = 1. Thus det D · det Q = 1, and since (det Q)² = 1, the product of the signs equals det Q. The number of flips is even for det Q = 1 and odd for det Q = −1.

```lean
/-- For a real orthogonal `Q`, every choice of signs that makes `1 + D Q` invertible has
the product of its signs equal to the determinant of `Q`. -/
theorem prod_signs_eq_det {Q : Matrix n n ℝ} (hQ : Qᵀ * Q = 1) (s : n → ℤˣ)
    (h : (1 + signFlip s * Q).det ≠ 0) : ∏ i, ((s i : ℤ) : ℝ) = Q.det := by
  have hR := signFlip_mul_orthogonal s hQ
  have e : (1 + signFlip s * Q)ᵀ * (signFlip s * Q) = 1 + signFlip s * Q := by
    rw [Matrix.transpose_add, Matrix.transpose_one, Matrix.add_mul, Matrix.one_mul, hR,
      add_comm]
  have hd := congrArg Matrix.det e
  rw [Matrix.det_mul, Matrix.det_transpose] at hd
  -- the repaired rotation is proper
  have hone : (signFlip s * Q).det = 1 := mul_left_cancel₀ h (by rw [hd, mul_one])
  rw [Matrix.det_mul, signFlip, Matrix.det_diagonal] at hone
  have hq := congrArg Matrix.det hQ
  rw [Matrix.det_mul, Matrix.det_transpose, Matrix.det_one] at hq
  linear_combination Q.det * hone - (∏ i, ((s i : ℤ) : ℝ)) * hq
```

Q: Would one or two flips always be enough?

A: No. For Q = −1 the matrix 1 + DQ is diagonal with entries 1 − sᵢ. Its determinant is nonzero exactly when every sᵢ is −1, so all orbitals must be flipped.

```lean
/-- For `Q = -1` the matrix `1 + D Q` has nonzero determinant only when the sign of every
orbital is flipped, and then it does. -/
theorem neg_one_needs_all_flips (s : n → ℤˣ) :
    (1 + signFlip s * (-1 : Matrix n n ℝ)).det ≠ 0 ↔ ∀ i, s i = -1 := by
  have hD : 1 + signFlip s * (-1 : Matrix n n ℝ)
      = Matrix.diagonal fun i => 1 - ((s i : ℤ) : ℝ) := by
    rw [mul_neg, mul_one, ← sub_eq_add_neg, signFlip, ← Matrix.diagonal_one,
      Matrix.diagonal_sub]
  rw [hD, Matrix.det_diagonal, Finset.prod_ne_zero_iff]
  constructor
  · intro h i
    rcases Int.units_eq_one_or (s i) with hi | hi
    · exact absurd (by simp [hi]) (h i (Finset.mem_univ i))
    · exact hi
  · intro h i _
    rw [h i]
    norm_num

end

end CayleySignRepair
```

```lean
#print axioms CayleySignRepair.cayley_sign_repair
#print axioms CayleySignRepair.prod_signs_eq_det
#print axioms CayleySignRepair.neg_one_needs_all_flips
```

```
'CayleySignRepair.cayley_sign_repair' depends on axioms: [propext, Classical.choice, Quot.sound]
'CayleySignRepair.prod_signs_eq_det' depends on axioms: [propext, Classical.choice, Quot.sound]
'CayleySignRepair.neg_one_needs_all_flips' depends on axioms: [propext, Classical.choice, Quot.sound]
```

Q: Then what is still left to physics?

A: That the flip is harmless. Changing the sign of an orbital multiplies a Slater determinant by 1 or −1 and leaves its density matrix alone, but no wavefunction appears in the theorems. In a multideterminant expansion the coefficients must absorb those signs.

For self-consistent-field and other orbital optimisations, the result means that a Cayley parametrisation can reach any real orthogonal change of a finite orbital set, up to orbital signs. The theorem only asserts that D exists, but the averaging argument also shows how to find it: choose the signs one at a time, so that each leading principal minor of 1 + DQ is at least as large as the one before, starting from 1. This is possible because the two choices of the next sign give minors whose average is the previous minor. The theorem says nothing about complex orbitals.
